# The bath function of finitely many harmonic modes with $S_j \ge 0$ is real, even and maximal at $s=0$ on the line $t = s - i\beta/2$

## A transition dressed by vibrations

An electron hops between two sites of a molecule, or a carrier is captured by a defect in a semiconductor, and the nuclei have different equilibrium positions in the two electronic states. In the spin-boson model the nuclei are harmonic modes $j$ with frequencies $w_j$, the same in both states, and the displacement of mode $j$ is measured by its Huang–Rhys factor $S_j$. With $\hbar = 1$, inverse temperature $\beta$, electronic coupling $V$ independent of the nuclear positions, and $\Delta$ the energy of the initial minimum above the final one, the golden-rule rate takes the form

$$k = |V|^2 \int dt\; e^{i\Delta t}\, e^{G(t) - G(0)}, \qquad G(t) = \sum_j S_j\left(n_j e^{i w_j t} + (n_j+1)\, e^{-i w_j t}\right),$$

with Bose occupations $n_j = 1/(e^{\beta w_j} - 1)$. At real $t$ the function $G$ is in general complex and the integrand oscillates. For $\Delta = 0$ a saddle-point estimate uses a complex time at which $G$ is stationary and a path through it along which $\operatorname{Re} G$ is maximal at that point; here a horizontal line serves, and $G$ is real along the whole of it.

## The behaviour of $G$ around $t^* = -i\beta/2$

Take finitely many modes, $\beta > 0$ and $w_j > 0$, and write $\sigma_j = \sinh(\beta w_j/2) > 0$. For real $s$,

$$G(s + t^*) = \sum_j \frac{S_j \cos(w_j s)}{\sigma_j},$$

which is real and even in $s$. Moreover $G'(t^*) = 0$ and $G''(t^*) = -\kappa$ with $\kappa = \sum_j S_j w_j^2/\sigma_j$. If all $S_j \ge 0$, the function on the line is maximal at $s=0$, reaches this maximum at $s$ exactly when every mode has $\cos(w_j s) = 1$ or $S_j = 0$, and never falls below $G(t^*) - \kappa s^2/2$; along $t = iy + t^*$ with $y$ real, $G$ is real and minimal at $y = 0$.

The condition $w_j > 0$ describes stable oscillators, $\beta > 0$ a positive temperature, and $S_j \ge 0$ reflects that a Huang–Rhys factor is half the square of a dimensionless displacement.

## Absorption and emission weights balance at $t^*$

Take one mode and drop the index. With $x = e^{\beta w/2} > 1$ we have $n = 1/(x^2-1)$ and $n + 1 = x^2/(x^2-1)$, so

$$n\,x = \frac{x}{x^2-1} = \frac{n+1}{x}, \qquad \frac{x}{x^2-1} = \frac{1}{x - x^{-1}} = \frac{1}{2\sigma}.$$

Put $t = u + t^*$ with $u$ complex. Since $i w t^* = \beta w/2$, the exponentials factor as $e^{iwt} = x\,e^{iwu}$ and $e^{-iwt} = x^{-1} e^{-iwu}$, and

$$n e^{iwt} + (n+1) e^{-iwt} = \frac{e^{iwu} + e^{-iwu}}{2\sigma} = \frac{\cos(wu)}{\sigma}.$$

Multiplying by $S_j$ and summing gives $G(t) = \sum_j S_j \cos(w_j(t - t^*))/\sigma_j$ for every complex $t$.

For $u = s$ real this is the stated profile. With $S_j/\sigma_j \ge 0$, the bound $\cos \le 1$ makes each term at most its value $S_j/\sigma_j$ at $s=0$. The sums are equal only if every term is, which means $S_j\cos(w_j s) = S_j$. The bound $\cos\theta \ge 1 - \theta^2/2$ at $\theta = w_j s$ gives $G(s+t^*) \ge \sum_j S_j/\sigma_j - \kappa s^2/2$. For $u = iy$ the cosine becomes $\cosh(w_j y) \ge 1$. Differentiating,

$$G'(t) = -\sum_j \frac{S_j w_j \sin(w_j (t-t^*))}{\sigma_j}, \qquad G''(t) = -\sum_j \frac{S_j w_j^2 \cos(w_j (t-t^*))}{\sigma_j},$$

and these equal $0$ and $-\kappa$ at $t = t^*$.

## From modes and times to Lean objects

The modes are the elements of a finite type `ι`, and `S w : ι → ℝ` assign $S_j$ and $w_j$. `bose β w` is $n$, `corr β S w t` is $G(t)$ for `t : ℂ`, `saddle β` is $t^*$, `lineProfile` is the cosine sum and `curvature` is $\kappa$. The hypotheses `hβ`, `hw` and `hS` are the three sign conditions; `corr_closed_form`, `corr_on_line` and `corr_stationary` do without `hS`. Maxima and minima are stated for `.re`, and on both lines `.im = 0` is part of the conclusion. `HasDerivAt` is the complex derivative. The sign convention, $n+1$ multiplying $e^{-iwt}$, puts $t^*$ in the lower half-plane.

The function $G$ is a definition, not derived from a Hamiltonian, and the theorems contain no rate, no bias $\Delta$, no integral and no shift of a contour. All inequalities in the conclusions are non-strict. They include an empty set of modes and $S_j = 0$ for all $j$, where $G \equiv 0$ and $\kappa = 0$; when all $S_j \ge 0$, the saddle is non-degenerate once some $S_j > 0$, although positivity of $\kappa$ is not among the conclusions.

## The Lean file

```lean
import Mathlib

open Complex Finset

namespace SpinBosonSaddle

noncomputable section

variable {ι : Type*} [Fintype ι]

/-- Bose occupation `n = 1/(exp(β w) - 1)` of a mode of frequency `w`. -/
def bose (β w : ℝ) : ℝ := 1 / (Real.exp (β * w) - 1)

/-- The bath function `G(t) = ∑ S_j (n_j exp(i w_j t) + (n_j + 1) exp(-i w_j t))`
at complex time `t`. -/
def corr (β : ℝ) (S w : ι → ℝ) (t : ℂ) : ℂ :=
  ∑ j, (S j : ℂ) * ((bose β (w j) : ℂ) * Complex.exp (I * w j * t)
    + ((bose β (w j) : ℂ) + 1) * Complex.exp (-(I * w j * t)))

/-- The complex time `t* = -iβ/2`. -/
def saddle (β : ℝ) : ℂ := -(I * β / 2)

/-- The real function `∑ S_j cos(w_j s) / sinh(β w_j / 2)` of real time `s`. -/
def lineProfile (β : ℝ) (S w : ι → ℝ) (s : ℝ) : ℝ :=
  ∑ j, S j * Real.cos (w j * s) / Real.sinh (β * w j / 2)

/-- The real number `κ = ∑ S_j w_j² / sinh(β w_j / 2)`. -/
def curvature (β : ℝ) (S w : ι → ℝ) : ℝ :=
  ∑ j, S j * w j ^ 2 / Real.sinh (β * w j / 2)

/-- The weights `n exp(βw/2)` and `(n + 1) exp(-βw/2)` both equal `1/(2 sinh(βw/2))`. -/
theorem bose_half_shift {β w : ℝ} (hβ : 0 < β) (hw : 0 < w) :
    bose β w * Real.exp (β * w / 2) = 1 / (2 * Real.sinh (β * w / 2)) ∧
    (bose β w + 1) * Real.exp (-(β * w / 2)) = 1 / (2 * Real.sinh (β * w / 2)) := by
  have h : Real.exp (β * w) = Real.exp (β * w / 2) ^ 2 := by
    rw [sq, ← Real.exp_add]; congr 1; ring
  have hx : 1 < Real.exp (β * w / 2) := by
    have h0 : 0 < β * w / 2 := by positivity
    linarith [Real.add_one_le_exp (β * w / 2)]
  unfold bose
  rw [h, Real.sinh_eq, Real.exp_neg]
  generalize Real.exp (β * w / 2) = x at hx ⊢
  have hx0 : x ≠ 0 := by linarith
  have h1 : x ^ 2 - 1 ≠ 0 := by nlinarith
  have h2 : x - x⁻¹ = (x ^ 2 - 1) / x := by field_simp
  rw [h2]
  constructor <;> field_simp
  ring

/-- For one mode and any complex time, `n exp(iwt) + (n + 1) exp(-iwt)` equals
`cos(w (t - t*)) / sinh(βw/2)`. -/
theorem mode_closed_form {β w : ℝ} (hβ : 0 < β) (hw : 0 < w) (t : ℂ) :
    (bose β w : ℂ) * Complex.exp (I * w * t)
      + ((bose β w : ℂ) + 1) * Complex.exp (-(I * w * t))
      = Complex.cos (w * (t - saddle β)) / (Real.sinh (β * w / 2) : ℝ) := by
  obtain ⟨h1, h2⟩ := bose_half_shift hβ hw
  have h1c : (bose β w : ℂ) * (Real.exp (β * w / 2) : ℝ)
      = 1 / (2 * ((Real.sinh (β * w / 2) : ℝ) : ℂ)) := by
    simpa only [ofReal_mul, ofReal_div, ofReal_one, ofReal_ofNat] using
      congrArg Complex.ofReal h1
  have h2c : ((bose β w : ℂ) + 1) * (Real.exp (-(β * w / 2)) : ℝ)
      = 1 / (2 * ((Real.sinh (β * w / 2) : ℝ) : ℂ)) := by
    simpa only [ofReal_mul, ofReal_div, ofReal_one, ofReal_ofNat, ofReal_add] using
      congrArg Complex.ofReal h2
  -- measuring time from t* splits off the real factors exp(±βw/2)
  have e1 : Complex.exp (I * w * t)
      = Complex.exp (w * (t - saddle β) * I) * (Real.exp (β * w / 2) : ℝ) := by
    rw [Complex.ofReal_exp, ← Complex.exp_add]
    unfold saddle
    congr 1
    push_cast
    linear_combination (-((w : ℂ) * β / 2)) * Complex.I_sq
  have e2 : Complex.exp (-(I * w * t))
      = Complex.exp (-(w * (t - saddle β)) * I) * (Real.exp (-(β * w / 2)) : ℝ) := by
    rw [Complex.ofReal_exp, ← Complex.exp_add]
    unfold saddle
    congr 1
    push_cast
    linear_combination ((w : ℂ) * β / 2) * Complex.I_sq
  linear_combination (bose β w : ℂ) * e1 + ((bose β w : ℂ) + 1) * e2
    + Complex.exp (w * (t - saddle β) * I) * h1c
    + Complex.exp (-(w * (t - saddle β)) * I) * h2c
    - (1 / (2 * ((Real.sinh (β * w / 2) : ℝ) : ℂ))) * Complex.two_cos (w * (t - saddle β))

/-- At every complex time, `G(t) = ∑ S_j cos(w_j (t - t*)) / sinh(β w_j / 2)`. -/
theorem corr_closed_form {β : ℝ} (S : ι → ℝ) {w : ι → ℝ} (hβ : 0 < β) (hw : ∀ j, 0 < w j)
    (t : ℂ) :
    corr β S w t = ∑ j, (S j : ℂ) * Complex.cos (w j * (t - saddle β))
      / (Real.sinh (β * w j / 2) : ℝ) := by
  unfold corr
  refine Finset.sum_congr rfl fun j _ => ?_
  rw [mode_closed_form hβ (hw j)]
  exact (mul_div_assoc _ _ _).symm

/-- On the line `t = s - iβ/2` with `s` real,
`G(t) = ∑ S_j cos(w_j s) / sinh(β w_j / 2)`. -/
theorem corr_on_line {β : ℝ} (S : ι → ℝ) {w : ι → ℝ} (hβ : 0 < β) (hw : ∀ j, 0 < w j)
    (s : ℝ) : corr β S w (s + saddle β) = lineProfile β S w s := by
  rw [corr_closed_form S hβ hw, add_sub_cancel_right]
  simp [lineProfile]

/-- For `S_j ≥ 0`, on the line `t = s - iβ/2` the function `G` is real, even in `s` and
maximal at `s = 0`; the maximum is reached at `s` exactly when every mode has
`cos(w_j s) = 1` or `S_j = 0`. -/
theorem corr_real_even_max {β : ℝ} {S w : ι → ℝ} (hβ : 0 < β) (hw : ∀ j, 0 < w j)
    (hS : ∀ j, 0 ≤ S j) (s : ℝ) :
    (corr β S w (s + saddle β)).im = 0 ∧
    corr β S w (-s + saddle β) = corr β S w (s + saddle β) ∧
    (corr β S w (s + saddle β)).re ≤ (corr β S w (saddle β)).re ∧
    (corr β S w (s + saddle β) = corr β S w (saddle β) ↔
      ∀ j, Real.cos (w j * s) = 1 ∨ S j = 0) := by
  have h0 := corr_on_line S hβ hw 0
  rw [Complex.ofReal_zero, zero_add] at h0
  have hneg := corr_on_line S hβ hw (-s)
  rw [Complex.ofReal_neg] at hneg
  have hσ : ∀ j, 0 < Real.sinh (β * w j / 2) := fun j =>
    Real.sinh_pos_iff.mpr (div_pos (mul_pos hβ (hw j)) two_pos)
  -- mode by mode, cos ≤ 1
  have hle : ∀ j ∈ (univ : Finset ι), S j * Real.cos (w j * s) / Real.sinh (β * w j / 2)
      ≤ S j * Real.cos (w j * 0) / Real.sinh (β * w j / 2) := fun j _ => by
    rw [mul_zero, Real.cos_zero]
    exact div_le_div_of_nonneg_right
      (mul_le_mul_of_nonneg_left (Real.cos_le_one _) (hS j)) (hσ j).le
  rw [hneg, h0, corr_on_line S hβ hw s]
  refine ⟨Complex.ofReal_im _, ?_, ?_, ?_⟩
  · simp only [lineProfile, mul_neg, Real.cos_neg]
  · rw [Complex.ofReal_re, Complex.ofReal_re]
    exact Finset.sum_le_sum hle
  · rw [Complex.ofReal_inj]
    unfold lineProfile
    rw [Finset.sum_eq_sum_iff_of_le hle]
    refine forall_congr' fun j => ?_
    rw [div_left_inj' (hσ j).ne', mul_zero, Real.cos_zero, mul_eq_mul_left_iff]
    simp

/-- The complex derivative of `G` vanishes at `t* = -iβ/2`, and the second derivative
there is `-κ`. -/
theorem corr_stationary {β : ℝ} (S : ι → ℝ) {w : ι → ℝ} (hβ : 0 < β) (hw : ∀ j, 0 < w j) :
    HasDerivAt (corr β S w) 0 (saddle β) ∧
    HasDerivAt (deriv (corr β S w)) (-(curvature β S w : ℂ)) (saddle β) := by
  have hG := funext (corr_closed_form S hβ hw)
  have hd : ∀ t, HasDerivAt (fun t => corr β S w t)
      (∑ j, (S j : ℂ) * (-Complex.sin (w j * (t - saddle β)) * (w j * 1))
        / (Real.sinh (β * w j / 2) : ℝ)) t := fun t => by
    rw [hG]
    exact HasDerivAt.fun_sum fun j _ =>
      (((((hasDerivAt_id' t).sub_const _).const_mul (w j : ℂ)).ccos).const_mul _).div_const _
  refine ⟨(hd _).congr_deriv (by simp), ?_⟩
  have hD : deriv (corr β S w) = fun t =>
      ∑ j, (S j : ℂ) * (-Complex.sin (w j * (t - saddle β)) * (w j * 1))
        / (Real.sinh (β * w j / 2) : ℝ) := funext fun t => (hd t).deriv
  have hterm : ∀ j, HasDerivAt (fun t : ℂ =>
      (S j : ℂ) * (-Complex.sin (w j * (t - saddle β)) * (w j * 1))
        / (Real.sinh (β * w j / 2) : ℝ))
      (-((S j : ℂ) * (w j : ℂ) ^ 2 / (Real.sinh (β * w j / 2) : ℝ))) (saddle β) := fun j => by
    have h := ((((((hasDerivAt_id' (saddle β)).sub_const (saddle β)).const_mul
      (w j : ℂ)).csin.fun_neg).mul_const ((w j : ℂ) * 1)).const_mul (S j : ℂ)).div_const
      ((Real.sinh (β * w j / 2) : ℝ) : ℂ)
    refine h.congr_deriv ?_
    simp only [sub_self, mul_zero, Complex.cos_zero]
    ring
  rw [hD]
  refine (HasDerivAt.fun_sum fun j _ => hterm j).congr_deriv ?_
  simp [curvature, Finset.sum_neg_distrib]

/-- For `S_j ≥ 0`, along the imaginary direction `t = iy - iβ/2` the function `G` is real
and minimal at `y = 0`. -/
theorem corr_imaginary_min {β : ℝ} {S w : ι → ℝ} (hβ : 0 < β) (hw : ∀ j, 0 < w j)
    (hS : ∀ j, 0 ≤ S j) (y : ℝ) :
    (corr β S w (y * I + saddle β)).im = 0 ∧
    (corr β S w (saddle β)).re ≤ (corr β S w (y * I + saddle β)).re := by
  have h0 := corr_on_line S hβ hw 0
  rw [Complex.ofReal_zero, zero_add] at h0
  -- cos of an imaginary argument is cosh
  have h : corr β S w (y * I + saddle β)
      = ((∑ j, S j * Real.cosh (w j * y) / Real.sinh (β * w j / 2) : ℝ) : ℂ) := by
    rw [corr_closed_form S hβ hw, add_sub_cancel_right]
    simp only [← mul_assoc, Complex.cos_mul_I]
    simp
  rw [h, h0, Complex.ofReal_re, Complex.ofReal_re]
  refine ⟨Complex.ofReal_im _, Finset.sum_le_sum fun j _ => ?_⟩
  rw [mul_zero, Real.cos_zero]
  exact div_le_div_of_nonneg_right (mul_le_mul_of_nonneg_left (Real.one_le_cosh _) (hS j))
    (Real.sinh_pos_iff.mpr (div_pos (mul_pos hβ (hw j)) two_pos)).le

/-- For `S_j ≥ 0` and all real `s`, the quadratic expression `Re G(t*) - κ s²/2` is a
lower bound of `Re G(s - iβ/2)`. -/
theorem corr_quadratic_bound {β : ℝ} {S w : ι → ℝ} (hβ : 0 < β) (hw : ∀ j, 0 < w j)
    (hS : ∀ j, 0 ≤ S j) (s : ℝ) :
    (corr β S w (saddle β)).re - curvature β S w * (s ^ 2 / 2)
      ≤ (corr β S w (s + saddle β)).re := by
  have h0 := corr_on_line S hβ hw 0
  rw [Complex.ofReal_zero, zero_add] at h0
  rw [h0, corr_on_line S hβ hw s, Complex.ofReal_re, Complex.ofReal_re]
  unfold lineProfile curvature
  rw [Finset.sum_mul, ← Finset.sum_sub_distrib]
  refine Finset.sum_le_sum fun j _ => ?_
  rw [mul_zero, Real.cos_zero]
  calc _ = S j * (1 - (w j * s) ^ 2 / 2) / Real.sinh (β * w j / 2) := by ring
    _ ≤ _ := div_le_div_of_nonneg_right
      (mul_le_mul_of_nonneg_left Real.one_sub_sq_div_two_le_cos (hS j))
      (Real.sinh_pos_iff.mpr (div_pos (mul_pos hβ (hw j)) two_pos)).le

end

end SpinBosonSaddle
```

```lean
#print axioms SpinBosonSaddle.corr_real_even_max
-- 'SpinBosonSaddle.corr_real_even_max' depends on axioms: [propext, Classical.choice, Quot.sound]
#print axioms SpinBosonSaddle.corr_stationary
-- 'SpinBosonSaddle.corr_stationary' depends on axioms: [propext, Classical.choice, Quot.sound]
#print axioms SpinBosonSaddle.corr_imaginary_min
-- 'SpinBosonSaddle.corr_imaginary_min' depends on axioms: [propext, Classical.choice, Quot.sound]
#print axioms SpinBosonSaddle.corr_quadratic_bound
-- 'SpinBosonSaddle.corr_quadratic_bound' depends on axioms: [propext, Classical.choice, Quot.sound]
```

## How the tactics follow the algebra

`bose_half_shift` is the balance of weights. It rewrites $e^{\beta w}$ as $x^2$, obtains $x > 1$ from `Real.add_one_le_exp`, replaces the exponential by a variable with `generalize`, and clears the denominators $x$ and $x^2-1$ with `field_simp`.

In `mode_closed_form`, `e1` and `e2` are the factorisations of $e^{\pm iwt}$; comparing exponents uses $i^2 = -1$, supplied as `Complex.I_sq`. The last `linear_combination` adds these two, the two weight identities and `Complex.two_cos`. `corr_closed_form` applies the result under the sum, and `corr_on_line` cancels $t^*$ in $(s + t^*) - t^*$.

`corr_real_even_max` turns all values of $G$ into `lineProfile`. Its core is the termwise bound `hle`. `Finset.sum_le_sum` gives the maximum, `Finset.sum_eq_sum_iff_of_le` reduces equality of sums to equality of terms, and `mul_eq_mul_left_iff` produces the alternative $\cos(w_j s) = 1$ or $S_j = 0$.

`corr_stationary` builds $G'(t)$ at every $t$ by the chain rule in `hd`, identifies it with `deriv` in `hD`, and differentiates each term again at $t^*$ in `hterm`. `corr_imaginary_min` rests on `Complex.cos_mul_I` and `Real.one_le_cosh`, and `corr_quadratic_bound` on `Real.one_sub_sq_div_two_le_cos`, each applied mode by mode.

## Evaluating a rate on the shifted line

The uses described from here on go beyond the theorems and are not machine-verified. A code for displaced harmonic modes with state-independent frequencies can store the weights $S_j/\sigma_j$ once per temperature and evaluate a real cosine sum on a grid of $s \ge 0$, with $G(0) = \sum_j S_j \coth(\beta w_j/2)$ subtracted in the exponent. Evenness halves the grid, and a bias would enter as $2e^{\beta\Delta/2}\cos(\Delta s)$.

For $\Delta = 0$, all $S_j \ge 0$ and some $S_j > 0$, so that $\kappa > 0$, replacing the profile by its quadratic expansion gives the estimate

$$k \approx |V|^2 \sqrt{2\pi/\kappa}\;\exp\Big(-\sum_j S_j \tanh(\beta w_j/4)\Big),$$

and by the quadratic bound the Gaussian integrand would not exceed the exact one at any $s$. The estimate counts only the peak at $s=0$ and presupposes that this peak is narrow: the quadratic expansion is accurate across the width of the Gaussian when $\kappa \gg w_j^2$ for every mode with $S_j > 0$. For weak coupling or low temperature $\kappa$ becomes small and the estimate fails. With a single mode the maximum recurs at $s = 2\pi/w$, as the equality case allows, and finitely many modes give near-recurrences, so the integral over the whole line diverges and has to be truncated or damped.

## A continuous spectrum in place of a finite sum

A bath can also be described by a nonnegative weight $S(w)$ on frequencies $w > 0$, with $\sum_j S_j$ replaced by $\int dw\, S(w)$. The single-mode identity would carry over unchanged, but each step would need an integrability hypothesis, and the derivatives an exchange with the integral. The equality case would read $\cos(ws) = 1$ for almost every $w$ with $S(w) > 0$, which for a weight of nonzero integral leaves only $s = 0$. For an Ohmic bath, with $S(w) \propto 1/w$ at low frequency, $G$ itself diverges, and the statement would be made for $G(t) - G(0)$.
